# Fock exchange from occupied–virtual transition densities in a complete real orbital basis on a grid

An RPA total-energy calculation usually evaluates exchange from the occupied orbitals alone and leaves to the correlation energy only the change in density response as the interaction is switched on. The file below proves the algebraic identity behind the exchange part of this split, for real orbitals that form a complete orthonormal basis on a finite grid: the zero-coupling term, a sum over occupied–virtual pairs, gives exactly the Fock exchange energy once the interaction of each electron with itself at its own grid point is subtracted.

```lean
import Mathlib

open Finset

namespace AdiabaticConnectionExchange

noncomputable section

variable {n G : Type*} [Fintype n] [DecidableEq n] [Fintype G] [DecidableEq G]

/-- Real orbitals on a finite grid form an orthonormal basis: they are orthonormal, and there are
as many of them as grid points. -/
structure IsOrbitalBasis (φ : n → G → ℝ) : Prop where
  card_eq : Fintype.card n = Fintype.card G
  orthonormal : ∀ p q, ∑ r, φ p r * φ q r = if p = q then 1 else 0

/-- The density matrix `γ(r,s) = ∑ φ_i(r) φ_i(s)` of a set `S` of orbitals. -/
def densityMatrix (S : Finset n) (φ : n → G → ℝ) (r s : G) : ℝ :=
  ∑ i ∈ S, φ i r * φ i s

/-- The function `F(r,s)`: products of occupied-virtual transition densities at `r` and `s`,
summed over all occupied `i` and virtual `a`. -/
def pairFluctuation (occ : Finset n) (φ : n → G → ℝ) (r s : G) : ℝ :=
  ∑ i ∈ occ, ∑ a ∈ occᶜ, (φ i r * φ a r) * (φ i s * φ a s)

/-- The two-electron integral `(pq,tu)` on the grid: the orbital product `φ_p φ_q` interacts
with the product `φ_t φ_u` through `v`. -/
def eri (v : G → G → ℝ) (φ : n → G → ℝ) (p q t u : n) : ℝ :=
  ∑ r, ∑ s, φ p r * φ q r * v r s * (φ t s * φ u s)

/-- The Fock exchange energy `-(1/2) ∑ (ij,ji)` over occupied orbitals. -/
def fockExchange (v : G → G → ℝ) (occ : Finset n) (φ : n → G → ℝ) : ℝ :=
  -(1 / 2) * ∑ i ∈ occ, ∑ j ∈ occ, eri v φ i j j i

/-- Closure relation: for an orthonormal orbital basis, the density matrix of all orbitals
together is the identity on the grid. -/
theorem closure_relation {φ : n → G → ℝ} (h : IsOrbitalBasis φ) (r s : G) :
    densityMatrix univ φ r s = if r = s then 1 else 0 := by
  have h1 : (Matrix.of φ) * (Matrix.of φ).transpose = 1 := by
    ext p q
    simpa [Matrix.mul_apply, Matrix.one_apply] using h.orthonormal p q
  -- orthonormal rows of a square matrix give orthonormal columns
  have h2 := (Matrix.mul_eq_one_comm_of_equiv (Fintype.equivOfCardEq h.card_eq)).mp h1
  have h3 := congrFun (congrFun h2 r) s
  simpa [densityMatrix, Matrix.mul_apply, Matrix.one_apply] using h3

omit [Fintype G] [DecidableEq G] in
/-- `F(r,s)` is the product of the `(r,s)` entries of the occupied and the virtual density matrices.
-/
theorem pairFluctuation_eq_mul (occ : Finset n) (φ : n → G → ℝ) (r s : G) :
    pairFluctuation occ φ r s = densityMatrix occ φ r s * densityMatrix occᶜ φ r s := by
  unfold pairFluctuation densityMatrix
  rw [Finset.sum_mul_sum]
  exact Finset.sum_congr rfl fun i _ => Finset.sum_congr rfl fun a _ => by ring

/-- For an orthonormal orbital basis, `F(r,s) = δ_rs γ(r,r) - γ(r,s)²`, with `γ` the density
matrix of the occupied orbitals. -/
theorem pairFluctuation_eq {φ : n → G → ℝ} (h : IsOrbitalBasis φ) (occ : Finset n) (r s : G) :
    pairFluctuation occ φ r s =
      (if r = s then 1 else 0) * densityMatrix occ φ r r - densityMatrix occ φ r s ^ 2 := by
  -- the virtual orbitals supply what the occupied ones lack to the identity
  have hsplit : densityMatrix occ φ r s + densityMatrix occᶜ φ r s = densityMatrix univ φ r s :=
    Finset.sum_add_sum_compl occ fun i => φ i r * φ i s
  rw [closure_relation h] at hsplit
  rw [pairFluctuation_eq_mul, eq_sub_of_add_eq' hsplit]
  split_ifs with hrs
  · subst hrs
    ring
  · ring

omit [DecidableEq G] in
/-- Sum rule: for an orthonormal orbital basis, `F(r,s)` summed over all grid points `s`
vanishes. -/
theorem pairFluctuation_sum_rule {φ : n → G → ℝ} (h : IsOrbitalBasis φ) (occ : Finset n)
    (r : G) : ∑ s, pairFluctuation occ φ r s = 0 := by
  unfold pairFluctuation
  rw [Finset.sum_comm]
  refine Finset.sum_eq_zero fun i hi => ?_
  rw [Finset.sum_comm]
  refine Finset.sum_eq_zero fun a ha => ?_
  -- an occupied and a virtual orbital are orthogonal
  have hne : i ≠ a := fun e => Finset.mem_compl.mp ha (e ▸ hi)
  rw [← Finset.mul_sum, h.orthonormal, if_neg hne, mul_zero]

omit [Fintype n] [DecidableEq n] [DecidableEq G] in
/-- Exchange-type integrals `(ij,ji)`, summed over `i` in one set of orbitals and `j` in another,
equal the interaction contracted with the entrywise product of the two density matrices. -/
theorem sum_eri_exchange (v : G → G → ℝ) (φ : n → G → ℝ) (A B : Finset n) :
    ∑ i ∈ A, ∑ j ∈ B, eri v φ i j j i =
      ∑ r, ∑ s, v r s * (densityMatrix A φ r s * densityMatrix B φ r s) := by
  have swap : ∀ g : n → n → G → G → ℝ,
      ∑ i ∈ A, ∑ j ∈ B, ∑ r, ∑ s, g i j r s = ∑ r, ∑ s, ∑ i ∈ A, ∑ j ∈ B, g i j r s := by
    intro g
    calc ∑ i ∈ A, ∑ j ∈ B, ∑ r, ∑ s, g i j r s
        = ∑ i ∈ A, ∑ r, ∑ j ∈ B, ∑ s, g i j r s :=
          Finset.sum_congr rfl fun i _ => Finset.sum_comm
      _ = ∑ r, ∑ i ∈ A, ∑ j ∈ B, ∑ s, g i j r s := Finset.sum_comm
      _ = ∑ r, ∑ i ∈ A, ∑ s, ∑ j ∈ B, g i j r s :=
          Finset.sum_congr rfl fun r _ => Finset.sum_congr rfl fun i _ => Finset.sum_comm
      _ = ∑ r, ∑ s, ∑ i ∈ A, ∑ j ∈ B, g i j r s :=
          Finset.sum_congr rfl fun r _ => Finset.sum_comm
  unfold eri
  rw [swap fun i j r s => φ i r * φ j r * v r s * (φ j s * φ i s)]
  refine Finset.sum_congr rfl fun r _ => Finset.sum_congr rfl fun s _ => ?_
  unfold densityMatrix
  rw [Finset.sum_mul_sum, Finset.mul_sum]
  refine Finset.sum_congr rfl fun i _ => ?_
  rw [Finset.mul_sum]
  exact Finset.sum_congr rfl fun j _ => by ring

/-- For an orthonormal orbital basis and any interaction `v`, half the sum of
`v(r,s) [F(r,s) - δ_rs γ(r,r)]` over the grid is the Fock exchange energy. -/
theorem exchange_from_pairFluctuation {φ : n → G → ℝ} (h : IsOrbitalBasis φ)
    (v : G → G → ℝ) (occ : Finset n) :
    (1 / 2) * ∑ r, ∑ s, v r s *
        (pairFluctuation occ φ r s - (if r = s then 1 else 0) * densityMatrix occ φ r r) =
      fockExchange v occ φ := by
  rw [fockExchange, sum_eri_exchange, Finset.mul_sum, Finset.mul_sum]
  refine Finset.sum_congr rfl fun r _ => ?_
  rw [Finset.mul_sum, Finset.mul_sum]
  refine Finset.sum_congr rfl fun s _ => ?_
  rw [pairFluctuation_eq h]
  ring

/-- For an orthonormal orbital basis and a positive semidefinite interaction, the Fock exchange
energy is at least `-(1/2) ∑ v(r,r) γ(r,r)`. -/
theorem fockExchange_lower_bound {φ : n → G → ℝ} (h : IsOrbitalBasis φ) (v : G → G → ℝ)
    (hv : ∀ u : G → ℝ, 0 ≤ ∑ r, ∑ s, u r * v r s * u s) (occ : Finset n) :
    -(1 / 2) * ∑ r, v r r * densityMatrix occ φ r r ≤ fockExchange v occ φ := by
  -- each transition density has a non-negative self-interaction
  have hpos : 0 ≤ ∑ i ∈ occ, ∑ a ∈ occᶜ, eri v φ i a a i := by
    refine Finset.sum_nonneg fun i _ => Finset.sum_nonneg fun a _ => ?_
    refine (hv fun r => φ i r * φ a r).trans_eq ?_
    unfold eri
    refine Finset.sum_congr rfl fun r _ => Finset.sum_congr rfl fun s _ => ?_
    show φ i r * φ a r * v r s * (φ i s * φ a s) = _
    ring
  rw [sum_eri_exchange] at hpos
  have hsplit : ∑ r, ∑ s, v r s *
        (pairFluctuation occ φ r s - (if r = s then 1 else 0) * densityMatrix occ φ r r) =
      ∑ r, ∑ s, v r s * (densityMatrix occ φ r s * densityMatrix occᶜ φ r s) -
        ∑ r, v r r * densityMatrix occ φ r r := by
    rw [← Finset.sum_sub_distrib]
    refine Finset.sum_congr rfl fun r _ => ?_
    simp [pairFluctuation_eq_mul, mul_sub, Finset.sum_sub_distrib]
  rw [← exchange_from_pairFluctuation h, hsplit]
  linarith

omit [Fintype n] [DecidableEq n] [DecidableEq G] in
/-- With a single occupied orbital, the Hartree energy and the Fock exchange energy cancel. -/
theorem one_electron_cancellation (v : G → G → ℝ) (φ : n → G → ℝ) (i : n) :
    (1 / 2) * ∑ r, ∑ s, densityMatrix {i} φ r r * v r s * densityMatrix {i} φ s s +
      fockExchange v {i} φ = 0 := by
  have hEq : ∑ r, ∑ s, densityMatrix {i} φ r r * v r s * densityMatrix {i} φ s s =
      ∑ r, ∑ s, v r s * (densityMatrix {i} φ r s * densityMatrix {i} φ r s) := by
    refine Finset.sum_congr rfl fun r _ => Finset.sum_congr rfl fun s _ => ?_
    simp only [densityMatrix, Finset.sum_singleton]
    ring
  rw [fockExchange, sum_eri_exchange, hEq]
  ring

/-- The orbitals `(3/5, 4/5)` and `(-4/5, 3/5)` form an orthonormal basis on a grid of two
points. -/
theorem isOrbitalBasis_witness :
    IsOrbitalBasis (![![3 / 5, 4 / 5], ![-4 / 5, 3 / 5]] : Fin 2 → Fin 2 → ℝ) := by
  refine ⟨rfl, fun p q => ?_⟩
  fin_cases p <;> fin_cases q <;> norm_num [Fin.sum_univ_two]

end

end AdiabaticConnectionExchange
```

```lean
#print axioms AdiabaticConnectionExchange.pairFluctuation_sum_rule
#print axioms AdiabaticConnectionExchange.fockExchange_lower_bound
#print axioms AdiabaticConnectionExchange.one_electron_cancellation
```

```
'AdiabaticConnectionExchange.pairFluctuation_sum_rule' depends on axioms: [propext, Classical.choice, Quot.sound]
'AdiabaticConnectionExchange.fockExchange_lower_bound' depends on axioms: [propext, Classical.choice, Quot.sound]
'AdiabaticConnectionExchange.one_electron_cancellation' depends on axioms: [propext, Classical.choice, Quot.sound]
```

The orbitals are `φ : n → G → ℝ`, where `n` labels orbitals and `G` grid points; $\varphi_p(r)$ is `φ p r`. The finite set `occ` holds the occupied orbitals, labelled $i,j$, and its complement `occᶜ` the virtual ones, labelled $a$. Each occupied orbital holds one electron, and there is no spin coordinate. Grid weights are absorbed into the orbitals, so orthonormality is a plain sum over points and $\delta_{rs}$ is a Kronecker delta. `IsOrbitalBasis` asks for orthonormality and for as many orbitals as grid points.

With $\gamma(r,s)=\sum_i\varphi_i(r)\varphi_i(s)$, the function called `pairFluctuation` is

$$F(r,s)=\sum_{ia}\varphi_i(r)\varphi_a(r)\,\varphi_i(s)\varphi_a(s).$$

Physically, this is the density–density covariance of a Slater determinant. In the adiabatic connection it arises from the frequency integral of the non-interacting response; the file starts from the sum itself and contains neither that integral nor the RPA correlation energy.

Closure comes first. Orthonormality says that the matrix $\Phi_{pr}=\varphi_p(r)$ satisfies $\Phi\Phi^T=1$. Since $\Phi$ is square, also $\Phi^T\Phi=1$, which reads $\sum_p\varphi_p(r)\varphi_p(s)=\delta_{rs}$. This is `closure_relation`; it uses `Matrix.mul_eq_one_comm_of_equiv` because rows and columns carry different labels. The virtual orbitals therefore have the density matrix $\bar\gamma(r,s)=\delta_{rs}-\gamma(r,s)$.

The double sum in $F$ factorises (`pairFluctuation_eq_mul`), and inserting $\bar\gamma$ gives `pairFluctuation_eq`:

$$F(r,s)=\gamma(r,s)\,\bar\gamma(r,s)=\delta_{rs}\gamma(r,r)-\gamma(r,s)^2.$$

In Lean, `Finset.sum_add_sum_compl` splits the closure sum into occupied and virtual parts, and `split_ifs` treats $r=s$ and $r\neq s$ separately. Completeness matters here: in a truncated virtual space $\gamma+\bar\gamma$ is no longer the identity, and the formula can fail.

For the energy, `eri v φ p q t u` is the integral $(pq,tu)$, with the first orbital product at $r$ and the second at $s$. Exchanging the order of the finite sums gives

$$\sum_{ij}(ij,ji)=\sum_{rs}v(r,s)\sum_{ij}\varphi_i(r)\varphi_j(r)\varphi_j(s)\varphi_i(s)=\sum_{rs}v(r,s)\,\gamma(r,s)^2.$$

The lemma `sum_eri_exchange` proves this for any two orbital sets. Subtracting $\delta_{rs}\gamma(r,r)$ from $F$ leaves $-\gamma(r,s)^2$, hence

$$\tfrac12\sum_{rs}v(r,s)\,[F(r,s)-\delta_{rs}\gamma(r,r)]=-\tfrac12\sum_{ij}(ij,ji)=E_x.$$

This is `exchange_from_pairFluctuation`, which compares the two sides point by point. The kernel $v$ may be any real function on pairs of points, without symmetry or a definite sign. Its diagonal must be finite, so a bare Coulomb kernel needs a chosen value at $r=s$.

Three further statements describe the same quantities. The sum rule $\sum_sF(r,s)=0$ holds because each term contains the overlap $\sum_s\varphi_i(s)\varphi_a(s)=0$: the particle number does not fluctuate.

The lower bound on exchange assumes that $\sum_{rs}u(r)v(r,s)u(s)\ge0$ for every real $u$, meaning that no charge distribution has a negative self-interaction energy. Applied to each transition density $u=\varphi_i\varphi_a$ and summed, this gives

$$0\le\sum_{rs}v(r,s)F(r,s)=\sum_r v(r,r)\gamma(r,r)-\sum_{rs}v(r,s)\gamma(r,s)^2,$$

so $E_x\ge-\tfrac12\sum_r v(r,r)\gamma(r,r)$. The bound depends on the grid: for a Coulomb kernel the on-site value $v(r,r)$ grows as the spacing shrinks, and the bound says nothing in the continuum limit. In `fockExchange_lower_bound`, `hpos` is the inequality, `hsplit` separates the local term, and `linarith` combines them.

For a single occupied orbital, $\gamma(r,r)\gamma(s,s)=\gamma(r,s)^2$, so the Hartree and exchange energies cancel. This statement, `one_electron_cancellation`, needs neither completeness nor normalisation.

Finally, `isOrbitalBasis_witness` checks the four overlaps of a rotated two-point basis, an example in which both orbitals extend over both points.
